# Finitely many trial states with ordered exchange coefficients switch spin state at most once as exact exchange grows

An iron(II) complex may have a high-spin and a low-spin state so close in energy that the choice of density functional decides which one is predicted as the ground state. A frequent cause is the fraction $a$ of exact exchange. TPSSh replaces 10% of the TPSS exchange energy by exact exchange, and a different fraction can reverse the order of the two states. If a scan over $a$ finds one reversal, could a second one follow at larger $a$?

For a fixed trial state $x$, say a Slater determinant with frozen orbitals, the energy of such a one-parameter hybrid is
$$E_a(x) = E^{\mathrm{TPSS}}(x) + a\,\bigl(E_{\mathrm x}^{\mathrm{exact}}(x) - E_{\mathrm x}^{\mathrm{TPSS}}(x)\bigr) = A(x) + a\,B(x).$$
The exchange coefficient $B(x)$ is the energy change when all semilocal exchange is replaced by exact exchange. The states are labelled by elements of an arbitrary type `ι`.

```lean
import Mathlib

open Finset

namespace SpinStateExchange

noncomputable section

variable {ι : Type*}
```

The functions `A` and `B` are arbitrary real functions of the label. The fraction `a` may be any real number, although only $0\le a\le 1$ is meaningful for a hybrid.

```lean
/-- Energy of the trial state `x` at exact-exchange fraction `a`: a part `A x` independent of
the fraction, plus `a` times the exchange coefficient `B x`. -/
def energy (A B : ι → ℝ) (a : ℝ) (x : ι) : ℝ := A x + a * B x
```

## The splitting as a difference of two minima

For a nonempty finite set $S$ of trial states, the lowest energy is
$$E_S(a) = \min_{x\in S}\,\bigl(A(x)+a\,B(x)\bigr).$$

```lean
/-- Lowest energy within a nonempty finite set `S` of trial states at exchange fraction `a`. -/
def groundEnergy (A B : ι → ℝ) {S : Finset ι} (hS : S.Nonempty) (a : ℝ) : ℝ :=
  S.inf' hS (energy A B a)
```

Let $H$ contain the high-spin and $L$ the low-spin trial states. The spin-state splitting is
$$\Delta(a) = E_H(a) - E_L(a),$$
so the low-spin state is lower when $\Delta(a)>0$ and the high-spin state when $\Delta(a)<0$. Spin enters only through membership in `H` or `L`; no spin operator appears. Both sets stay the same as $a$ varies, so self-consistent relaxation of the orbitals with $a$ is left out of the model.

```lean
/-- Spin-state splitting: the lowest high-spin energy (set `H`) minus the lowest low-spin
energy (set `L`), both sets being nonempty. -/
def splitting (A B : ι → ℝ) {H L : Finset ι} (hH : H.Nonempty) (hL : L.Nonempty)
    (a : ℝ) : ℝ :=
  groundEnergy A B hH a - groundEnergy A B hL a
```

Each $E_S$ is a minimum of finitely many straight lines in $a$, and is therefore continuous. Its minimiser may change from one state to another, which gives the curve a kink but no jump.

```lean
/-- The lowest energy of a nonempty finite set of trial states is a continuous function of the
exchange fraction. -/
theorem continuous_groundEnergy (A B : ι → ℝ) {S : Finset ι} (hS : S.Nonempty) :
    Continuous (groundEnergy A B hS) := by
  have h : Continuous fun a : ℝ => S.inf' hS (fun x => A x + a * B x) :=
    Continuous.finset_inf'_apply hS fun x _ => by fun_prop
  exact h
```

## Exchanging minimisers bounds the fall of the splitting

Suppose that $B(x)+\delta\le B(y)$ for all $x\in H$ and $y\in L$, and let $a\le b$. Take $x\in H$ as the high-spin minimiser at $a$ and $y\in L$ as the low-spin minimiser at $b$. Each is a valid trial state at the other fraction:
$$E_H(b)\le A(x)+b\,B(x)=E_H(a)+(b-a)B(x),$$
$$E_L(a)\le A(y)+a\,B(y)=E_L(b)-(b-a)B(y).$$
Adding the two inequalities and rearranging gives
$$\Delta(b)\le\Delta(a)+(b-a)\bigl(B(x)-B(y)\bigr)\le\Delta(a)-\delta(b-a).$$

In the code, `h1` and `h2` are the two variational inequalities, `h3` is the separation multiplied by $b-a\ge 0$, and `linarith` combines them.

```lean
/-- If every low-spin exchange coefficient exceeds every high-spin one by at least `δ`, then
raising the exchange fraction from `a` to `b` lowers the splitting by at least `δ * (b - a)`. -/
theorem splitting_le (A B : ι → ℝ) {H L : Finset ι} (hH : H.Nonempty) (hL : L.Nonempty)
    {δ : ℝ} (hδ : ∀ x ∈ H, ∀ y ∈ L, B x + δ ≤ B y) {a b : ℝ} (hab : a ≤ b) :
    splitting A B hH hL b ≤ splitting A B hH hL a - δ * (b - a) := by
  -- the high-spin minimiser at `a` and the low-spin minimiser at `b`
  obtain ⟨x, hx, hxa⟩ : ∃ x ∈ H, groundEnergy A B hH a = A x + a * B x :=
    Finset.exists_mem_eq_inf' hH (energy A B a)
  obtain ⟨y, hy, hyb⟩ : ∃ y ∈ L, groundEnergy A B hL b = A y + b * B y :=
    Finset.exists_mem_eq_inf' hL (energy A B b)
  -- each serves as a trial state at the other exchange fraction
  have h1 : groundEnergy A B hH b ≤ A x + b * B x := Finset.inf'_le (energy A B b) hx
  have h2 : groundEnergy A B hL a ≤ A y + a * B y := Finset.inf'_le (energy A B a) hy
  have h3 := mul_le_mul_of_nonneg_left (hδ x hx y hy) (sub_nonneg.2 hab)
  unfold splitting
  linarith
```

## Pointwise ordering gives a uniform gap

The physical hypothesis is $B(x)<B(y)$ for every $x\in H$ and $y\in L$: exact exchange shifts each high-spin state down relative to each low-spin state. This agrees with the usual trend in transition-metal complexes, but here it is assumed and not derived from the electronic structure.

Since the sets are finite, $B$ has a largest value $B(p)$ on $H$ and a smallest value $B(q)$ on $L$. Put $\delta=B(q)-B(p)>0$. Then
$$B(x)+\delta\le B(p)+\delta=B(q)\le B(y).$$

```lean
/-- If every high-spin exchange coefficient lies below every low-spin one, the two finite
nonempty sets of coefficients are separated by a positive amount `δ`. -/
theorem exists_separation (B : ι → ℝ) {H L : Finset ι} (hH : H.Nonempty) (hL : L.Nonempty)
    (hB : ∀ x ∈ H, ∀ y ∈ L, B x < B y) :
    ∃ δ : ℝ, 0 < δ ∧ ∀ x ∈ H, ∀ y ∈ L, B x + δ ≤ B y := by
  obtain ⟨p, hp, hpmax⟩ := H.exists_max_image B hH
  obtain ⟨q, hq, hqmin⟩ := L.exists_min_image B hL
  refine ⟨B q - B p, sub_pos.2 (hB p hp q hq), fun x hx y hy => ?_⟩
  have h1 := hpmax x hx
  have h2 := hqmin y hy
  linarith
```

For $a<b$ the previous bound now gives $\Delta(b)\le\Delta(a)-\delta(b-a)<\Delta(a)$. The splitting is strictly decreasing, which Lean writes as `StrictAnti`.

```lean
/-- If every high-spin exchange coefficient lies below every low-spin one, the spin-state
splitting strictly decreases with the exchange fraction. -/
theorem splitting_strictAnti (A B : ι → ℝ) {H L : Finset ι} (hH : H.Nonempty)
    (hL : L.Nonempty) (hB : ∀ x ∈ H, ∀ y ∈ L, B x < B y) :
    StrictAnti (splitting A B hH hL) := by
  obtain ⟨δ, hpos, hδ⟩ := exists_separation B hH hL hB
  intro a b hab
  have h1 := splitting_le A B hH hL hδ hab.le
  have h2 := mul_pos hpos (sub_pos.2 hab)
  linarith
```

## One crossing on the real line

A strictly decreasing function need not reach zero, but this one falls at least linearly. Let $r=|\Delta(0)|/\delta$. Applying the bound from $0$ to $r$, and then from $-r$ to $0$, gives
$$\Delta(r)\le\Delta(0)-|\Delta(0)|\le 0,\qquad \Delta(-r)\ge\Delta(0)+|\Delta(0)|\ge 0.$$
By continuity there is a $c$ in $[-r,r]$ with $\Delta(c)=0$. If $a<c$, then $\Delta(a)>\Delta(c)=0$; if $a>c$, then $\Delta(a)<0$.

The theorem states these signs as equivalences: $\Delta(a)>0$ exactly when $a<c$, and $\Delta(a)<0$ exactly when $a>c$. Hence $c$ is the only zero. It may lie outside $[0,1]$, in which case no switch is seen in the physical range.

In the proof, `hright` and `hleft` are the two bounds at $\pm r$, and `intermediate_value_Icc'` is the intermediate value theorem in its form for a function that goes from a higher to a lower value. The four final cases are the two directions of the two equivalences.

```lean
/-- If every high-spin exchange coefficient lies below every low-spin one, there is a real
crossing fraction `c` at which the two spin states are degenerate; the low-spin state is lower
exactly for fractions below `c`, and the high-spin state exactly for fractions above `c`. -/
theorem single_spin_switch (A B : ι → ℝ) {H L : Finset ι} (hH : H.Nonempty)
    (hL : L.Nonempty) (hB : ∀ x ∈ H, ∀ y ∈ L, B x < B y) :
    ∃ c : ℝ, splitting A B hH hL c = 0 ∧
      ∀ a, (0 < splitting A B hH hL a ↔ a < c) ∧ (splitting A B hH hL a < 0 ↔ c < a) := by
  obtain ⟨δ, hpos, hδ⟩ := exists_separation B hH hL hB
  have hanti := splitting_strictAnti A B hH hL hB
  have hcont : Continuous (splitting A B hH hL) :=
    (continuous_groundEnergy A B hH).sub (continuous_groundEnergy A B hL)
  -- the linear fall brackets a zero between `-r` and `r`
  obtain ⟨r, hr⟩ : ∃ r : ℝ, r = |splitting A B hH hL 0| / δ := ⟨_, rfl⟩
  have hr0 : 0 ≤ r := by rw [hr]; positivity
  have hδr : δ * r = |splitting A B hH hL 0| := by rw [hr]; field_simp
  have hright := splitting_le A B hH hL hδ hr0
  have hleft := splitting_le A B hH hL hδ (neg_nonpos.2 hr0)
  have habs1 := le_abs_self (splitting A B hH hL 0)
  have habs2 := neg_abs_le (splitting A B hH hL 0)
  obtain ⟨c, -, hc⟩ := intermediate_value_Icc' (show -r ≤ r by linarith) hcont.continuousOn
    (show (0 : ℝ) ∈ Set.Icc (splitting A B hH hL r) (splitting A B hH hL (-r)) from
      ⟨by linarith, by linarith⟩)
  -- strict monotonicity fixes the sign on either side of the zero
  refine ⟨c, hc, fun a => ⟨⟨fun ha => ?_, fun ha => ?_⟩, ⟨fun ha => ?_, fun ha => ?_⟩⟩⟩
  · by_contra hn
    have h := hanti.antitone (not_lt.1 hn)
    linarith
  · have h := hanti ha
    linarith
  · by_contra hn
    have h := hanti.antitone (not_lt.1 hn)
    linarith
  · have h := hanti ha
    linarith
```

For hybrid-functional studies of spin crossover, this means that a scan of $a$ over a fixed finite set of trial states with ordered coefficients can show at most one change of ground spin state.

## Locating the crossing from a few energies

Under the same ordering hypothesis, the splittings at the two endpoints, evaluated over the same fixed trial states, decide whether the switch lies strictly between no exact exchange and full exact exchange. If $0<c<1$, monotonicity gives $\Delta(0)>0>\Delta(1)$. Conversely, these two signs place the crossing of the previous theorem above $0$ and below $1$.

```lean
/-- If every high-spin exchange coefficient lies below every low-spin one, a crossing occurs
strictly between zero and full exact exchange exactly when the low-spin state is lower at
`a = 0` and the high-spin state is lower at `a = 1`. -/
theorem crossing_between_zero_and_one_iff (A B : ι → ℝ) {H L : Finset ι} (hH : H.Nonempty)
    (hL : L.Nonempty) (hB : ∀ x ∈ H, ∀ y ∈ L, B x < B y) :
    (∃ c ∈ Set.Ioo (0 : ℝ) 1, splitting A B hH hL c = 0) ↔
      0 < splitting A B hH hL 0 ∧ splitting A B hH hL 1 < 0 := by
  constructor
  · rintro ⟨c, ⟨h0, h1⟩, hc⟩
    have hanti := splitting_strictAnti A B hH hL hB
    have h2 := hanti h0
    have h3 := hanti h1
    exact ⟨by linarith, by linarith⟩
  · rintro ⟨h0, h1⟩
    obtain ⟨c, hc, h⟩ := single_spin_switch A B hH hL hB
    exact ⟨c, ⟨(h 0).1.1 h0, (h 1).2.1 h1⟩, hc⟩
```

A single splitting also limits where the switch can be, provided that a positive lower bound $\delta$ on the separation of the coefficients is known. If $a\le c$ and $\Delta(c)=0$, then
$$0=\Delta(c)\le\Delta(a)-\delta(c-a),\qquad\text{so}\qquad c\le a+\frac{\Delta(a)}{\delta}.$$
With $a=0.1$, a TPSSh splitting that is evaluated over the fixed trial states and favours low spin thus bounds the fraction at which high spin takes over within the same sets. Orbitals reoptimised at each fraction are not covered by this bound. With one state in each set and $\delta$ equal to the difference of their coefficients, $\Delta$ is a straight line and the bound is an equality.

```lean
/-- If the exchange coefficients are separated by at least `δ > 0`, the splitting computed at
one fraction `a` not above the crossing `c` bounds the crossing from above. -/
theorem crossing_le (A B : ι → ℝ) {H L : Finset ι} (hH : H.Nonempty) (hL : L.Nonempty)
    {δ : ℝ} (hpos : 0 < δ) (hδ : ∀ x ∈ H, ∀ y ∈ L, B x + δ ≤ B y) {a c : ℝ} (hac : a ≤ c)
    (hc : splitting A B hH hL c = 0) :
    c ≤ a + splitting A B hH hL a / δ := by
  have h1 := splitting_le A B hH hL hδ hac
  have h2 : c - a ≤ splitting A B hH hL a / δ := by
    rw [le_div_iff₀ hpos]
    linarith
  linarith
```

## Two switches when the coefficients are not ordered

Take one high-spin state of energy $0$ and two low-spin states of energies $-\tfrac14+a$ and $\tfrac34-a$, in arbitrary units. The exchange coefficients are $0$ for the high-spin state and $1$ and $-1$ for the low-spin states. The second low-spin state violates the ordering, since $-1<0$.

In Lean the labels are the elements `0`, `1` and `2` of `Fin 3`. The first vector lists the values of `A`, the second those of `B`, and the two nonemptiness proofs fix the sets as $\{0\}$ and $\{1,2\}$.

```lean
/-- Splitting of a three-state model: one high-spin state with energy `0`, and two low-spin
states with energies `-1/4 + a` and `3/4 - a`. -/
def reentrantSplitting : ℝ → ℝ :=
  splitting (ι := Fin 3) ![0, -1/4, 3/4] ![0, 1, -1]
    (Finset.singleton_nonempty 0) (Finset.insert_nonempty 1 {2})
```

The splitting is
$$\Delta(a)=-\min\bigl(-\tfrac14+a,\ \tfrac34-a\bigr),$$
with the values
$$\Delta(0)=\tfrac14,\qquad \Delta(\tfrac12)=-\tfrac14,\qquad \Delta(1)=\tfrac14.$$
The prediction goes from low spin to high spin and back to low spin, with crossings at $a=\tfrac14$ and $a=\tfrac34$. The low-spin state that wins at the end is not the one that won at the start.

It is therefore not enough that some low-spin coefficient exceeds every high-spin one: a single low-spin state with a smaller coefficient can bring the low-spin ground state back.

The proof first reduces the minima over the finite sets to the displayed formula, in `h`, and then evaluates it at the three fractions.

```lean
/-- In the three-state model, whose exchange coefficients are not ordered by spin, the low-spin
state is lower at `a = 0`, the high-spin state at `a = 1/2`, and the low-spin state again at
`a = 1`. -/
theorem reentrant_spin_switch :
    0 < reentrantSplitting 0 ∧ reentrantSplitting (1/2) < 0 ∧ 0 < reentrantSplitting 1 := by
  have h : ∀ a, reentrantSplitting a =
      (0 + a * 0) - min (-1/4 + a * 1) (3/4 + a * (-1)) := by
    intro a
    unfold reentrantSplitting splitting groundEnergy
    rw [Finset.inf'_singleton, Finset.inf'_insert (Finset.singleton_nonempty _),
      Finset.inf'_singleton]
    rfl
  refine ⟨?_, ?_, ?_⟩ <;> rw [h] <;> norm_num [min_def]

end

end SpinStateExchange
```

```lean
#print axioms SpinStateExchange.crossing_between_zero_and_one_iff
#print axioms SpinStateExchange.crossing_le
#print axioms SpinStateExchange.reentrant_spin_switch
```

```
'SpinStateExchange.crossing_between_zero_and_one_iff' depends on axioms: [propext, Classical.choice, Quot.sound]
'SpinStateExchange.crossing_le' depends on axioms: [propext, Classical.choice, Quot.sound]
'SpinStateExchange.reentrant_spin_switch' depends on axioms: [propext, Classical.choice, Quot.sound]
```
